# Factorizing the squeeze operator for 2×2 su(1,1) matrices

To expand a squeezed vacuum in photon-number states, one rewrites the squeeze operator as an ordered product. The rightmost factor contains only the lowering generator and leaves the vacuum unchanged, the middle factor multiplies it by a number, and the left factor creates photon pairs. The coefficients in that product are derived here for 2×2 matrices, which obey the same commutation relations as the quadratic operators of a single light mode but act on a two-dimensional space instead of Fock space.

## The ordered product and its coefficients

Let $E_{ij}$ be the 2×2 matrix with a one in row $i$, column $j$ and zeros elsewhere, and set

$$K_+=E_{12},\qquad K_-=-E_{21},\qquad K_0=\mathrm{diag}(\tfrac12,-\tfrac12).$$

For real $r$ and $\theta$ put $\xi=re^{i\theta}$. The claim is

$$e^{\xi K_+-\xi^*K_-}=e^{e^{i\theta}\tanh r\,K_+}\;e^{-2\ln(\cosh r)K_0}\;e^{-e^{-i\theta}\tanh r\,K_-}.$$

**Commutators.** The products $K_0K_+=\tfrac12E_{12}$ and $K_+K_0=-\tfrac12E_{12}$ give $[K_0,K_+]=K_+$. Likewise $K_0K_-=\tfrac12E_{21}$ and $K_-K_0=-\tfrac12E_{21}$ give $[K_0,K_-]=E_{21}=-K_-$. Finally $K_-K_+=-E_{22}$ and $K_+K_-=-E_{11}$, so $[K_-,K_+]=E_{11}-E_{22}=2K_0$.

**Single exponentials.** Since $K_\pm^2=0$, their exponential series stop after the linear term, while $K_0$ is diagonal. For complex $a,b,c$,

$$e^{aK_+}=\begin{pmatrix}1&a\\0&1\end{pmatrix},\quad e^{bK_0}=\begin{pmatrix}e^{b/2}&0\\0&e^{-b/2}\end{pmatrix},\quad e^{cK_-}=\begin{pmatrix}1&0\\-c&1\end{pmatrix}.$$

**The squeeze operator.** Write $u=e^{i\theta}$ and $v=e^{-i\theta}$, so that $uv=1$. The generator and its diagonalization are

$$\xi K_+-\xi^*K_-=\begin{pmatrix}0&ru\\rv&0\end{pmatrix}=P\begin{pmatrix}r&0\\0&-r\end{pmatrix}P^{-1},$$

$$P=\begin{pmatrix}u&u\\1&-1\end{pmatrix},\qquad P^{-1}=\frac12\begin{pmatrix}v&1\\v&-1\end{pmatrix}.$$

Exponentiating the eigenvalues and multiplying out gives

$$e^{\xi K_+-\xi^*K_-}=\begin{pmatrix}\cosh r&u\sinh r\\v\sinh r&\cosh r\end{pmatrix}.$$

**Comparison.** The ordered product with general coefficients is

$$e^{aK_+}e^{bK_0}e^{-cK_-}=\begin{pmatrix}e^{b/2}+ac\,e^{-b/2}&a\,e^{-b/2}\\c\,e^{-b/2}&e^{-b/2}\end{pmatrix}.$$

The lower right entry requires $e^{-b/2}=\cosh r$, hence $b=-2\ln\cosh r$ if $b$ is real. The off-diagonal entries then give $a=u\tanh r$ and $c=v\tanh r$. The remaining entry agrees because

$$\frac1{\cosh r}+\tanh^2 r\,\cosh r=\frac{1+\sinh^2r}{\cosh r}=\cosh r.$$

**Opposite order.** With the same $a$ and $c$, and with $b'=2\ln\cosh r$,

$$e^{-cK_-}e^{b'K_0}e^{aK_+}=\begin{pmatrix}e^{b'/2}&a\,e^{b'/2}\\c\,e^{b'/2}&ac\,e^{b'/2}+e^{-b'/2}\end{pmatrix}.$$

Now $e^{b'/2}=\cosh r$, and the same identity settles the lower right entry. The product is again the squeeze operator.

## Generators and squeeze operator in Lean

The formal development works with complex 2×2 matrices, and `exp` is the matrix exponential defined by its power series.

```lean
import Mathlib

open Matrix
open NormedSpace (exp)
open scoped ComplexConjugate

namespace SqueezeFactorization

noncomputable section
```

The three generators are entered explicitly. The minus sign in `Km` fixes the su(1,1) convention $[K_-,K_+]=2K_0$.

```lean
/-- The raising generator `K₊ = E₁₂`. -/
def Kp : Matrix (Fin 2) (Fin 2) ℂ := !![0, 1; 0, 0]

/-- The lowering generator `K₋ = -E₂₁`. -/
def Km : Matrix (Fin 2) (Fin 2) ℂ := !![0, 0; -1, 0]

/-- The weight generator `K₀ = diag(1/2, -1/2)`. -/
def K0 : Matrix (Fin 2) (Fin 2) ℂ := !![1 / 2, 0; 0, -1 / 2]
```

The squeeze operator is defined for any complex $\xi$ as the exponential of its generator, with `conj ξ` standing for $\xi^*$. Because $K_-=-K_+^\dagger$ here, the generator is Hermitian and its exponential is in general not unitary. On Fock space, where $K_-=K_+^\dagger$, the squeeze operator is unitary.

```lean
/-- The squeeze operator `exp(ξ K₊ - ξ* K₋)` with complex squeeze parameter `ξ`. -/
def squeeze (ξ : ℂ) : Matrix (Fin 2) (Fin 2) ℂ := exp (ξ • Kp - conj ξ • Km)
```

The commutation relations are stated as differences of products and checked entry by entry.

```lean
/-- The three matrices obey the su(1,1) relations
`[K₀, K₊] = K₊`, `[K₀, K₋] = -K₋` and `[K₋, K₊] = 2 K₀`. -/
theorem su11_relations :
    K0 * Kp - Kp * K0 = Kp ∧ K0 * Km - Km * K0 = -Km ∧
      Km * Kp - Kp * Km = (2 : ℂ) • K0 := by
  refine ⟨?_, ?_, ?_⟩ <;> ext i j <;> fin_cases i <;> fin_cases j <;>
    simp [K0, Kp, Km] <;> norm_num
```

## Exponentials as explicit matrices

A small lemma reduces an equality of two matrices to four scalar equalities. The proofs of `squeeze_matrix`, `ordered_product` and `squeeze_factorization` use it.

```lean
/-- Two 2×2 matrices with equal entries are equal. -/
theorem entries_eq {a b c d a' b' c' d' : ℂ} (h1 : a = a') (h2 : b = b')
    (h3 : c = c') (h4 : d = d') : !![a, b; c, d] = !![a', b'; c', d'] := by
  rw [h1, h2, h3, h4]
```

The next theorem gives the three single exponentials for arbitrary complex coefficients. Its internal statement `nil` says that $e^N=1+N$ when $N^2=0$: every term of the series from the second power on contains the factor $N^2$. For $K_0$, the proof identifies $bK_0$ with a diagonal matrix and sums the series in each diagonal entry.

```lean
/-- The exponentials of multiples of `K₊`, `K₀` and `K₋` are an upper triangular,
a diagonal and a lower triangular matrix. -/
theorem exp_generators (a b c : ℂ) :
    exp (a • Kp) = !![1, a; 0, 1] ∧
    exp (b • K0) = !![Complex.exp (b / 2), 0; 0, Complex.exp (-(b / 2))] ∧
    exp (c • Km) = !![1, 0; -c, 1] := by
  -- the exponential series of a matrix with square zero stops after two terms
  have nil : ∀ N : Matrix (Fin 2) (Fin 2) ℂ, N * N = 0 → exp N = 1 + N := by
    intro N hN
    rw [NormedSpace.exp_eq_tsum ℂ]
    beta_reduce
    rw [tsum_eq_sum (s := Finset.range 2)]
    · simp [Finset.sum_range_succ]
    · intro n hn
      obtain ⟨k, rfl⟩ : ∃ k, n = k + 2 :=
        ⟨n - 2, by have := Finset.mem_range.not.mp hn; omega⟩
      rw [pow_add, pow_two, hN, mul_zero, smul_zero]
  refine ⟨?_, ?_, ?_⟩
  · rw [nil]
    · ext i j
      fin_cases i <;> fin_cases j <;> simp [Kp]
    · ext i j
      fin_cases i <;> fin_cases j <;> simp [Kp, Matrix.mul_apply, Fin.sum_univ_succ]
  · have h : b • K0 = Matrix.diagonal ![b / 2, -(b / 2)] := by
      ext i j
      fin_cases i <;> fin_cases j <;> simp [K0] <;> ring
    have hs : ∀ z : ℂ, HasSum (fun n : ℕ => ((n.factorial : ℂ)⁻¹) • z ^ n)
        (Complex.exp z) := by
      intro z
      rw [Complex.exp_eq_exp_ℂ, NormedSpace.exp_eq_tsum ℂ]
      refine Summable.hasSum (Summable.of_norm ?_)
      refine (Real.summable_pow_div_factorial ‖z‖).congr fun n => ?_
      simp [div_eq_inv_mul]
    -- the series of a diagonal matrix is summed entry by entry
    have hv : exp ![b / 2, -(b / 2)] =
        fun i => Complex.exp ((![b / 2, -(b / 2)] : Fin 2 → ℂ) i) := by
      rw [NormedSpace.exp_eq_tsum ℂ]
      exact (Pi.hasSum.mpr fun i => hs _).tsum_eq
    rw [h, Matrix.exp_diagonal, hv]
    ext i j
    fin_cases i <;> fin_cases j <;> simp
  · rw [nil]
    · ext i j
      fin_cases i <;> fin_cases j <;> simp [Km]
    · ext i j
      fin_cases i <;> fin_cases j <;> simp [Km, Matrix.mul_apply, Fin.sum_univ_succ]
```

The squeeze operator comes next, for real `r` and `θ`. Every complex $\xi$ has the form $re^{i\theta}$, so no squeeze parameter is excluded. The resulting matrix has the form of the Bogoliubov transformation that mixes the annihilation operator $\hat a$ and the creation operator $\hat a^\dagger$ of a single mode.

The proof first computes $\xi^*$ in `hc`, then replaces the two phases by symbols `u` and `v` subject only to `huv`, the relation $uv=1$. The statement `hPQ` verifies the inverse of $P$, and `hgen` is the diagonalization. The diagonal matrix is written there as $2rK_0$, so its exponential is already known. `Matrix.exp_conj` carries the exponential through the change of basis, and the last lines recognize $\cosh r$ and $\sinh r$.

```lean
/-- The squeeze operator with `ξ = r e^{iθ}` is the Bogoliubov matrix with diagonal
entries `cosh r` and off-diagonal entries `e^{iθ} sinh r` and `e^{-iθ} sinh r`. -/
theorem squeeze_matrix (r θ : ℝ) :
    squeeze (r * Complex.exp (θ * Complex.I)) =
      !![(Real.cosh r : ℂ), Complex.exp (θ * Complex.I) * Real.sinh r;
         Complex.exp (-(θ * Complex.I)) * Real.sinh r, (Real.cosh r : ℂ)] := by
  have huv : Complex.exp (θ * Complex.I) * Complex.exp (-(θ * Complex.I)) = 1 := by
    rw [← Complex.exp_add, add_neg_cancel, Complex.exp_zero]
  have hc : conj ((r : ℂ) * Complex.exp (θ * Complex.I)) =
      r * Complex.exp (-(θ * Complex.I)) := by
    rw [map_mul, ← Complex.exp_conj, map_mul, Complex.conj_ofReal, Complex.conj_ofReal,
      Complex.conj_I, mul_neg]
  rw [squeeze, hc]
  generalize Complex.exp (-(θ * Complex.I)) = v at huv ⊢
  generalize Complex.exp (θ * Complex.I) = u at huv ⊢
  -- the columns of the first matrix are the eigenvectors of the generator
  have hPQ : !![u, u; 1, -1] * !![v / 2, 1 / 2; v / 2, -1 / 2] = 1 := by
    rw [Matrix.mul_fin_two, Matrix.one_fin_two]
    refine entries_eq ?_ ?_ ?_ ?_
    · linear_combination huv
    all_goals ring
  have hU : IsUnit !![u, u; 1, -1] := ⟨⟨_, _, hPQ, mul_eq_one_comm.mp hPQ⟩, rfl⟩
  have hinv := Matrix.inv_eq_right_inv hPQ
  have hG : ((r : ℂ) * u) • Kp - ((r : ℂ) * v) • Km = !![0, r * u; r * v, 0] := by
    ext i j
    fin_cases i <;> fin_cases j <;> simp [Kp, Km]
  have hD : (2 * (r : ℂ)) • K0 = !![(r : ℂ), 0; 0, -r] := by
    ext i j
    fin_cases i <;> fin_cases j <;> simp [K0] <;> ring
  have hgen : ((r : ℂ) * u) • Kp - ((r : ℂ) * v) • Km =
      !![u, u; 1, -1] * ((2 * (r : ℂ)) • K0) * !![u, u; 1, -1]⁻¹ := by
    rw [hG, hD, hinv, Matrix.mul_fin_two, Matrix.mul_fin_two]
    refine entries_eq ?_ ?_ ?_ ?_ <;> ring
  rw [hgen, Matrix.exp_conj _ _ hU, hinv, (exp_generators 0 (2 * r) 0).2.1,
    show 2 * (r : ℂ) / 2 = r by ring, Matrix.mul_fin_two, Matrix.mul_fin_two,
    Complex.ofReal_cosh, Complex.ofReal_sinh, Complex.cosh, Complex.sinh]
  refine entries_eq ?_ ?_ ?_ ?_
  · linear_combination (Complex.exp r + Complex.exp (-r)) / 2 * huv
  all_goals ring
```

The ordered product is multiplied out with free coefficients. The sign in `(-c) • Km` matches the sign of the last factor in the factorization.

```lean
/-- The ordered product `exp(a K₊) exp(b K₀) exp(-c K₋)` written out as a matrix. -/
theorem ordered_product (a b c : ℂ) :
    exp (a • Kp) * exp (b • K0) * exp ((-c) • Km) =
      !![Complex.exp (b / 2) + a * c * Complex.exp (-(b / 2)), a * Complex.exp (-(b / 2));
         c * Complex.exp (-(b / 2)), Complex.exp (-(b / 2))] := by
  obtain ⟨h1, h2, h3⟩ := exp_generators a b (-c)
  rw [h1, h2, h3, Matrix.mul_fin_two, Matrix.mul_fin_two]
  refine entries_eq ?_ ?_ ?_ ?_ <;> ring
```

## Matching the coefficients

Three relations among the hyperbolic functions are needed. The functions are the real ones, and their values are then regarded as complex numbers. Since $\cosh r>0$, the logarithm and the quotient $\sinh r/\cosh r$ are well defined for every real $r$.

```lean
/-- Relations between the squeezing coefficients: `exp(ln cosh r) = cosh r`,
`tanh r cosh r = sinh r` and `cosh² r - sinh² r = 1`, as complex numbers. -/
theorem coefficient_relations (r : ℝ) :
    Complex.exp (Real.log (Real.cosh r)) = Real.cosh r ∧
    (Real.tanh r : ℂ) * Real.cosh r = Real.sinh r ∧
    (Real.cosh r : ℂ) ^ 2 - (Real.sinh r : ℂ) ^ 2 = 1 := by
  refine ⟨?_, ?_, ?_⟩
  · rw [← Complex.ofReal_exp, Real.exp_log (Real.cosh_pos r)]
  · rw [← Complex.ofReal_mul, Real.tanh_eq_sinh_div_cosh,
      div_mul_cancel₀ _ (Real.cosh_pos r).ne']
  · rw [← Complex.ofReal_pow, ← Complex.ofReal_pow, ← Complex.ofReal_sub,
      Real.cosh_sq_sub_sinh_sq, Complex.ofReal_one]
```

The main theorem states both orderings for all real $r$ and $\theta$. After the exponentials have been replaced by explicit matrices, the proof abbreviates $\cosh r$, $\sinh r$, $\tanh r$ and $1/\cosh r$ as `C`, `S`, `t` and `w`. The statement `key` is the identity $1/\cosh r+\tanh^2r\cosh r=\cosh r$, with the phases still present as the product $uv$. It settles the upper left entry in the first ordering and the lower right entry in the second. The off-diagonal entries need only $\tanh r\cosh r=\sinh r$.

```lean
/-- The squeeze operator with `ξ = r e^{iθ}` factorizes as
`exp(e^{iθ} tanh r K₊) exp(-2 ln(cosh r) K₀) exp(-e^{-iθ} tanh r K₋)`,
and in the opposite order as
`exp(-e^{-iθ} tanh r K₋) exp(2 ln(cosh r) K₀) exp(e^{iθ} tanh r K₊)`. -/
theorem squeeze_factorization (r θ : ℝ) :
    squeeze (r * Complex.exp (θ * Complex.I)) =
      exp ((Real.tanh r * Complex.exp (θ * Complex.I)) • Kp) *
      exp ((-2 * Real.log (Real.cosh r) : ℂ) • K0) *
      exp ((-(Real.tanh r * Complex.exp (-(θ * Complex.I)))) • Km) ∧
    squeeze (r * Complex.exp (θ * Complex.I)) =
      exp ((-(Real.tanh r * Complex.exp (-(θ * Complex.I)))) • Km) *
      exp ((2 * Real.log (Real.cosh r) : ℂ) • K0) *
      exp ((Real.tanh r * Complex.exp (θ * Complex.I)) • Kp) := by
  have huv : Complex.exp (θ * Complex.I) * Complex.exp (-(θ * Complex.I)) = 1 := by
    rw [← Complex.exp_add, add_neg_cancel, Complex.exp_zero]
  obtain ⟨hE, ht, hcs⟩ := coefficient_relations r
  have hw : (Real.cosh r : ℂ) * (Real.cosh r : ℂ)⁻¹ = 1 :=
    mul_inv_cancel₀ (Complex.ofReal_ne_zero.mpr (Real.cosh_pos r).ne')
  rw [squeeze_matrix, ordered_product]
  obtain ⟨h1, h2, h3⟩ := exp_generators (Real.tanh r * Complex.exp (θ * Complex.I))
    (2 * Real.log (Real.cosh r)) (-(Real.tanh r * Complex.exp (-(θ * Complex.I))))
  rw [h1, h2, h3, Matrix.mul_fin_two, Matrix.mul_fin_two,
    show (-2 * (Real.log (Real.cosh r) : ℂ)) / 2 = -(Real.log (Real.cosh r) : ℂ) by ring,
    show (2 * (Real.log (Real.cosh r) : ℂ)) / 2 = (Real.log (Real.cosh r) : ℂ) by ring,
    neg_neg, Complex.exp_neg (Real.log (Real.cosh r) : ℂ), hE]
  generalize Complex.exp (-(θ * Complex.I)) = v at huv ⊢
  generalize Complex.exp (θ * Complex.I) = u at huv ⊢
  generalize (Real.cosh r : ℂ)⁻¹ = w at hw ⊢
  generalize (Real.cosh r : ℂ) = C at ht hcs hw ⊢
  generalize (Real.sinh r : ℂ) = S at ht hcs ⊢
  generalize (Real.tanh r : ℂ) = t at ht ⊢
  -- the one entry that needs cosh² - sinh² = 1
  have key : w + t * u * (t * v) * C = C := by
    linear_combination t ^ 2 * C * huv - t ^ 2 * C * hw + w * (t * C + S) * ht
      - w * hcs + C * hw
  constructor
  · refine entries_eq key.symm ?_ ?_ rfl
    · linear_combination -u * ht
    · linear_combination -v * ht
  · refine entries_eq ?_ ?_ ?_ ?_
    · ring
    · linear_combination -u * ht
    · linear_combination -v * ht
    · linear_combination -key
```

Setting $\theta=0$ makes both phases equal to one and gives the formula for a real squeeze parameter, with generator $r(K_+-K_-)$.

```lean
/-- For real squeeze parameter `r`,
`exp(r(K₊ - K₋)) = exp(tanh r K₊) exp(-2 ln(cosh r) K₀) exp(-tanh r K₋)`. -/
theorem real_squeeze_factorization (r : ℝ) :
    exp ((r : ℂ) • (Kp - Km)) =
      exp ((Real.tanh r : ℂ) • Kp) * exp ((-2 * Real.log (Real.cosh r) : ℂ) • K0) *
      exp ((-(Real.tanh r : ℂ)) • Km) := by
  have h := (squeeze_factorization r 0).1
  simpa [squeeze, smul_sub] using h
```

The last theorem runs the comparison backwards: if a product in the first ordering, with complex $a$, $c$ and real $b$, equals the squeeze operator, then its coefficients are the ones found above. Lean numbers rows and columns from zero, so `h11` is the lower right entry, which fixes $b$, while `h01` and `h10` fix $a$ and $c$ after division by $\cosh r$. Some restriction on $b$ is necessary, because replacing $b$ by $b+4\pi i$ leaves $e^{bK_0}$ unchanged.

```lean
/-- If `exp(a K₊) exp(b K₀) exp(-c K₋)` with real `b` equals the squeeze operator with
`ξ = r e^{iθ}`, then `a = e^{iθ} tanh r`, `b = -2 ln(cosh r)` and `c = e^{-iθ} tanh r`. -/
theorem factorization_unique (r θ b : ℝ) (a c : ℂ)
    (h : exp (a • Kp) * exp ((b : ℂ) • K0) * exp ((-c) • Km) =
      squeeze (r * Complex.exp (θ * Complex.I))) :
    a = Real.tanh r * Complex.exp (θ * Complex.I) ∧
    b = -2 * Real.log (Real.cosh r) ∧
    c = Real.tanh r * Complex.exp (-(θ * Complex.I)) := by
  rw [ordered_product, squeeze_matrix] at h
  have h11 : Complex.exp (-((b : ℂ) / 2)) = Real.cosh r := congrFun (congrFun h 1) 1
  have h01 : a * Complex.exp (-((b : ℂ) / 2)) =
      Complex.exp (θ * Complex.I) * Real.sinh r := congrFun (congrFun h 0) 1
  have h10 : c * Complex.exp (-((b : ℂ) / 2)) =
      Complex.exp (-(θ * Complex.I)) * Real.sinh r := congrFun (congrFun h 1) 0
  have hC : (Real.cosh r : ℂ) ≠ 0 := Complex.ofReal_ne_zero.mpr (Real.cosh_pos r).ne'
  have ht := (coefficient_relations r).2.1
  rw [h11] at h01 h10
  refine ⟨mul_right_cancel₀ hC ?_, ?_, mul_right_cancel₀ hC ?_⟩
  · linear_combination h01 - Complex.exp (θ * Complex.I) * ht
  · -- the lower diagonal entry fixes the real coefficient of K₀
    have hb : Real.exp (-(b / 2)) = Real.cosh r := by
      apply Complex.ofReal_injective
      rw [Complex.ofReal_exp, ← h11]
      congr 1
      push_cast
      ring
    rw [← hb, Real.log_exp]
    ring
  · linear_combination h10 - Complex.exp (-(θ * Complex.I)) * ht

end

end SqueezeFactorization
```

```lean
#print axioms SqueezeFactorization.su11_relations
#print axioms SqueezeFactorization.squeeze_factorization
#print axioms SqueezeFactorization.real_squeeze_factorization
#print axioms SqueezeFactorization.factorization_unique
```

```
'SqueezeFactorization.su11_relations' depends on axioms: [propext, Classical.choice, Quot.sound]
'SqueezeFactorization.squeeze_factorization' depends on axioms: [propext, Classical.choice, Quot.sound]
'SqueezeFactorization.real_squeeze_factorization' depends on axioms: [propext, Classical.choice, Quot.sound]
'SqueezeFactorization.factorization_unique' depends on axioms: [propext, Classical.choice, Quot.sound]
```

For a single light mode with annihilation operator $\hat a$ one takes $K_+=\tfrac12\hat a^{\dagger2}$, $K_-=\tfrac12\hat a^2$ and $K_0=\tfrac12(\hat a^\dagger\hat a+\tfrac12)$, which satisfy the same commutation relations. Transferring a factorization to these unbounded operators requires an additional argument about their exponentials, which the matrix theorems do not supply. The opposite order shows why this matters: with the numbers $a=e^{i\theta}\tanh r$ and $b'=2\ln\cosh r$ from above and $|\sinh 2r|\ge2$, applying $e^{aK_+}$ and then $e^{b'K_0}$ to the vacuum gives a series of number states with infinite norm, so that product cannot be applied to the vacuum factor by factor.
